# Orthonormal families with the same span have equal diagonal sums: the g-sum rule at fixed $J$ and $M \neq 0$

A coupling scheme (LS, jj, pair or intermediate) is represented here by the states it produces and by nothing else: a finite orthonormal family that spans all states with given total angular momentum $J$ and projection $M$ in a model space, such as that of one electron configuration. No Hamiltonian appears, so nothing selects one scheme over another, and two schemes are related only through their common span. For $M\neq0$ the g-factor $g$ of a normalised state $\psi$ is fixed by the product relation $\langle\psi,\mu\psi\rangle = gM$, where $\mu = L_z + g_s S_z$, with $L_z$, $S_z$ the orbital and spin projections in units of $\hbar$. The real constant $g_s$ stands for the electron spin g-factor, equal to 2 in Dirac theory, and is left free.

## States, operators and g-factors

The state space `E` is a complex inner-product space, assumed neither complete nor finite-dimensional. The inner product is conjugate-linear in its first argument, as in Dirac notation. Families $u_i$ and $w_j$ are indexed by finite types `ι` and `κ`, which are not required in advance to have the same size and may be empty.

```lean
import Mathlib

open scoped InnerProductSpace
open Submodule Set

namespace GSumRule

noncomputable section

variable {E : Type*} [NormedAddCommGroup E] [InnerProductSpace ℂ E]
variable {ι κ : Type*} [Fintype ι] [Fintype κ]
```

For a linear operator $G$ defined on all of `E`, `diagSum G u` is $\sum_i \langle u_i, G u_i\rangle$.

```lean
/-- Sum of the diagonal matrix elements `⟨u_i, G u_i⟩` over a finite family of states. -/
def diagSum (G : Module.End ℂ E) (u : ι → E) : ℂ := ∑ i, ⟪u i, G (u i)⟫_ℂ
```

The space of fixed $J$ and $M$, written $V_{JM}$, is the intersection of the eigenspace of $J^2$ for $J(J+1)$ with that of $J_z$ for $M$.

```lean
/-- States on which `J²` has eigenvalue `J(J+1)` and `J_z` has eigenvalue `M`. -/
def jmSpace (Jsq Jz : Module.End ℂ E) (J M : ℝ) : Submodule ℂ E :=
  Jsq.eigenspace ((J : ℂ) * ((J : ℂ) + 1)) ⊓ Jz.eigenspace (M : ℂ)
```

Despite its name, `magneticMoment` is $\mu$ itself. The physical moment along the field is $-\mu_B\mu$ with $\mu_B$ the Bohr magneton, and a normalised state $\psi$ of definite $M$ in an isolated level of given $J$ has the first-order Zeeman shift $\mu_B B\langle\psi,\mu\psi\rangle$ in a field $B$.

```lean
/-- The Zeeman operator `L_z + g_s S_z`. -/
def magneticMoment (Lz Sz : Module.End ℂ E) (gs : ℝ) : Module.End ℂ E := Lz + (gs : ℂ) • Sz

/-- `g` is a g-factor of the state `ψ` at projection `M`: `⟨ψ, μ ψ⟩ = g M`. -/
def IsGFactor (μ : Module.End ℂ E) (M : ℝ) (ψ : E) (g : ℝ) : Prop :=
  ⟪ψ, μ ψ⟫_ℂ = (g : ℂ) * (M : ℂ)
```

## (a) Expansion in an orthonormal family

*Let $u_i$ be orthonormal and let $x$ lie in their span. Show that $\sum_i\langle u_i,x\rangle u_i = x$.*

Write $x = \sum_k c_k u_k$ with complex coefficients $c_k$. Then $\langle u_i,x\rangle = \sum_k c_k\langle u_i,u_k\rangle = c_i$, and so $\sum_i \langle u_i,x\rangle u_i = \sum_i c_i u_i = x$. In Lean, `mem_span_range_iff_exists_fun` supplies the $c_k$ and `hu.inner_right_fintype` is the identity $\langle u_i,x\rangle = c_i$.

```lean
/-- A state in the span of an orthonormal family equals `∑ ⟨u_i, x⟩ u_i`. -/
theorem orthonormal_expansion {u : ι → E} (hu : Orthonormal ℂ u) {x : E}
    (hx : x ∈ span ℂ (range u)) : ∑ i, ⟪u i, x⟫_ℂ • u i = x := by
  rw [Submodule.mem_span_range_iff_exists_fun] at hx
  obtain ⟨c, rfl⟩ := hx
  simp only [hu.inner_right_fintype]
```

## (b) Equal spans give equal diagonal sums

*Let $u_i$ and $w_j$ be finite orthonormal families with the same span. Show that $\sum_i\langle u_i,Gu_i\rangle = \sum_j\langle w_j,Gw_j\rangle$ for every linear $G$.*

Each family lies in the span of the other, so (a) gives $u_i = \sum_j\langle w_j,u_i\rangle w_j$ and $w_j = \sum_i\langle u_i,w_j\rangle u_i$. Insert the first expansion in the ket:
$$\sum_i\langle u_i,Gu_i\rangle = \sum_i\sum_j \langle w_j,u_i\rangle\langle u_i,Gw_j\rangle .$$
Insert the second in the bra, using $\overline{\langle u_i,w_j\rangle} = \langle w_j,u_i\rangle$:
$$\langle w_j,Gw_j\rangle = \sum_i \langle w_j,u_i\rangle\langle u_i,Gw_j\rangle .$$
Summing this over $j$ gives the same double sum in the other order. The operator $G$ need not be Hermitian, bounded, or map the span into itself. The expansions are `hu'` and `hw'`, and the three lines of the `calc` block are the ket expansion, the exchange `Finset.sum_comm`, and the bra expansion.

```lean
/-- Two finite orthonormal families with the same span give the same sum of diagonal
elements for every linear operator `G`. -/
theorem diagSum_eq_of_span_eq {u : ι → E} {w : κ → E} (hu : Orthonormal ℂ u)
    (hw : Orthonormal ℂ w) (h : span ℂ (range u) = span ℂ (range w)) (G : Module.End ℂ E) :
    diagSum G u = diagSum G w := by
  have hu' : ∀ i, ∑ j, ⟪w j, u i⟫_ℂ • w j = u i := fun i =>
    orthonormal_expansion hw (by rw [← h]; exact subset_span (mem_range_self i))
  have hw' : ∀ j, ∑ i, ⟪u i, w j⟫_ℂ • u i = w j := fun j =>
    orthonormal_expansion hu (by rw [h]; exact subset_span (mem_range_self j))
  calc diagSum G u = ∑ i, ∑ j, ⟪w j, u i⟫_ℂ * ⟪u i, G (w j)⟫_ℂ := by
        -- expand the ket u_i in the family w
        refine Finset.sum_congr rfl fun i _ => ?_
        have e := congrArg G (hu' i)
        rw [map_sum] at e
        simp only [map_smul] at e
        rw [← e, inner_sum]
        simp only [inner_smul_right]
    _ = ∑ j, ∑ i, ⟪w j, u i⟫_ℂ * ⟪u i, G (w j)⟫_ℂ := Finset.sum_comm
    _ = diagSum G w := by
        -- resum the expansion of the bra w_j in the family u
        refine Finset.sum_congr rfl fun j _ => ?_
        have e := congrArg (fun v => ⟪v, G (w j)⟫_ℂ) (hw' j)
        simp only [sum_inner, inner_smul_left, inner_conj_symm] at e
        exact e
```

## (c) Equal diagonal sums for all operators force equal spans

*Show the converse: if the two sums agree for every linear $G$, the spans agree.*

Set $P_u z = \sum_i\langle u_i,z\rangle u_i$ and $P_w z = \sum_j\langle w_j,z\rangle w_j$. For vectors $x,z$ take $G = |z\rangle\langle x|$, that is $Gy = \langle x,y\rangle z$. Then
$$\sum_i\langle u_i,Gu_i\rangle = \sum_i\langle x,u_i\rangle\langle u_i,z\rangle = \langle x,P_u z\rangle ,$$
and the same holds for $w$. Hence $\langle x,P_uz\rangle = \langle x,P_wz\rangle$ for all $x$, so $P_uz = P_wz$. If $z$ is in the span of the $u_i$, then $z = P_uz = P_wz$ by (a), which is a combination of the $w_j$. The other inclusion is symmetric. The statement `key` is $P_u z = P_w z$, `ext_inner_left` reduces it to inner products with $x$, and `le_antisymm` splits the two inclusions.

```lean
/-- Converse: if two finite orthonormal families give the same diagonal sum for every
linear operator, they span the same space. -/
theorem span_eq_of_diagSum_eq {u : ι → E} {w : κ → E} (hu : Orthonormal ℂ u)
    (hw : Orthonormal ℂ w) (H : ∀ G : Module.End ℂ E, diagSum G u = diagSum G w) :
    span ℂ (range u) = span ℂ (range w) := by
  -- the operators |z⟩⟨x| show that the two projections agree
  have key : ∀ z : E, ∑ i, ⟪u i, z⟫_ℂ • u i = ∑ j, ⟪w j, z⟫_ℂ • w j := by
    intro z
    apply ext_inner_left ℂ
    intro x
    obtain ⟨G, hG⟩ : ∃ G : Module.End ℂ E, ∀ y, G y = ⟪x, y⟫_ℂ • z :=
      ⟨{ toFun := fun y => ⟪x, y⟫_ℂ • z
         map_add' := fun a b => by simp [add_smul]
         map_smul' := fun a b => by simp [smul_smul] }, fun _ => rfl⟩
    have hx := H G
    simp only [diagSum, hG, inner_smul_right] at hx
    have e : ∀ a : E, ⟪a, z⟫_ℂ * ⟪x, a⟫_ℂ = ⟪x, a⟫_ℂ * ⟪a, z⟫_ℂ := fun a => mul_comm _ _
    simp only [inner_sum, inner_smul_right, e]
    exact hx
  apply le_antisymm
  · intro z hz
    rw [← orthonormal_expansion hu hz, key z]
    exact Submodule.sum_mem _ fun j _ => smul_mem _ _ (subset_span (mem_range_self j))
  · intro z hz
    rw [← orthonormal_expansion hw hz, ← key z]
    exact Submodule.sum_mem _ fun i _ => smul_mem _ _ (subset_span (mem_range_self i))
```

## (d) The g-sum rule

*Let $M\neq0$, and let $u_i$ and $w_j$ be finite orthonormal bases of $V_{JM}$, with $J_z = L_z+S_z$. If they have real g-factors $g_i$ and $g'_j$, show that $\sum_i g_i = \sum_j g'_j$.*

Both spans equal $V_{JM}$, so (b) with $G=\mu$ gives $\left(\sum_i g_i\right)M = \left(\sum_j g'_j\right)M$. Dividing by $M$ finishes the proof. In Lean, `Finset.sum_mul` pulls $M$ out of the sums and `mul_right_cancel₀` cancels it.

```lean
/-- The g-sum rule: for `M ≠ 0`, any two finite orthonormal bases of the space of states with
given `J` and `M` have the same sum of g-factors of `L_z + g_s S_z`. -/
theorem g_sum_rule {Jsq Lz Sz : Module.End ℂ E} {gs J M : ℝ} (hM : M ≠ 0)
    {u : ι → E} {w : κ → E} (hu : Orthonormal ℂ u) (hw : Orthonormal ℂ w)
    (hsu : span ℂ (range u) = jmSpace Jsq (Lz + Sz) J M)
    (hsw : span ℂ (range w) = jmSpace Jsq (Lz + Sz) J M) {g : ι → ℝ} {g' : κ → ℝ}
    (hg : ∀ i, IsGFactor (magneticMoment Lz Sz gs) M (u i) (g i))
    (hg' : ∀ j, IsGFactor (magneticMoment Lz Sz gs) M (w j) (g' j)) :
    ∑ i, g i = ∑ j, g' j := by
  have h := diagSum_eq_of_span_eq hu hw (hsu.trans hsw.symm) (magneticMoment Lz Sz gs)
  unfold IsGFactor at hg hg'
  simp only [diagSum, hg, hg', ← Finset.sum_mul] at h
  have hM' : (M : ℂ) ≠ 0 := by exact_mod_cast hM
  have h' := mul_right_cancel₀ hM' h
  exact_mod_cast h'
```

In `g_sum_rule` the operators `Jsq`, `Lz`, `Sz` are arbitrary linear maps and `J`, `M` arbitrary reals: no commutation relation, Hermiticity or half-integrality is assumed or used. The g-factors are given by `hg` and `hg'`, not constructed. The hypotheses `hsu` and `hsw` make $V_{JM}$ finite-dimensional, so `E` has to be read as a model space such as one configuration or a finite set of them. The condition `hM` excludes $M=0$, where the relation $\langle\psi,\mu\psi\rangle = g\cdot 0$ puts no constraint on $g$; physically this removes the $J=0$ levels. The textbook rule speaks of one Landé factor per level, independent of $M$ by the Wigner–Eckart theorem, whereas `IsGFactor` attaches $g$ to a state at one value of $M$ and leaves that independence untouched. Within a finite model space that does not mix with states outside it, the result says that a change in the balance of electrostatic and spin–orbit terms redistributes the g-factors among levels of equal $J$ and keeps their sum.

A different definition would set $g(\psi) = \langle\psi,\mu\psi\rangle/M$. Every state would then have a g-factor, complex in general unless $\mu$ is assumed Hermitian, and `hg`, `hg'` would disappear. So would `hM`, since Lean's division by zero returns 0, but at $M=0$ the rule would read $0=0$ and carry no physics.

## The $M=1$ states of an sp configuration

One s and one p electron have orbital momentum $L=1$ and spin $S=0$ or $1$. The three states with $M=1$ are labelled $(M_L,S,M_S) = (1,1,0),\ (0,1,1),\ (1,0,0)$, with $M_L$, $M_S$ the eigenvalues of $L_z$, $S_z$. A state is $x=(x_0,x_1,x_2)\in\mathbb{C}^3$, and `matOp A` sends it to the vector with components $\sum_j A_{ij}x_j$.

```lean
local notation "E3" => EuclideanSpace ℂ (Fin 3)

/-- The operator on `ℂ³` given by a 3×3 matrix. -/
def matOp (A : Matrix (Fin 3) (Fin 3) ℂ) : Module.End ℂ E3 where
  toFun x := WithLp.toLp 2 fun i => ∑ j, A i j * x j
  map_add' x y := by ext i; simp [Fin.sum_univ_three]; ring
  map_smul' c x := by ext i; simp [Fin.sum_univ_three]; ring
```

The labels give $L_z=\mathrm{diag}(1,0,1)$ and $S_z=\mathrm{diag}(0,1,0)$.

```lean
/-- `L_z` on the `M = 1` states of an sp configuration, in the basis
`(M_L, S, M_S) = (1,1,0), (0,1,1), (1,0,0)`. -/
def spLz : Module.End ℂ E3 := matOp !![1, 0, 0; 0, 0, 0; 0, 0, 1]

/-- `S_z` in the same basis. -/
def spSz : Module.End ℂ E3 := matOp !![0, 0, 0; 0, 1, 0; 0, 0, 0]
```

For $J^2 = L^2+S^2+2L_zS_z+L_+S_-+L_-S_+$, with ladder operators $L_\pm$, $S_\pm$, the diagonal is $L(L+1)+S(S+1)+2M_LM_S = 4,4,2$. The ladder terms join the two triplet states with $\sqrt2\cdot\sqrt2=2$, in the phase convention where ladder matrix elements are positive. All three matrices enter the code as definitions, so their origin in angular-momentum algebra is an input to the model.

```lean
/-- `J²` in the same basis. -/
def spJsq : Module.End ℂ E3 := matOp !![4, 2, 0; 2, 4, 0; 0, 0, 2]
```

For real $a,b$ define $\psi(a,b) = (a/\sqrt2,\,-a/\sqrt2,\,b)$. Here $\psi(1,0)$ is the normalised ${}^3P_1$ state and $\psi(0,1)$ is ${}^1P_1$. For real $c,s$ the pair is $\phi_0=\psi(c,s)$, $\phi_1=\psi(-s,c)$.

```lean
/-- The number `1/√2`. -/
def invSqrtTwo : ℝ := 1 / √2

/-- The state `(a/√2, -a/√2, b)`, with amplitude `a` for `S = 1` and `b` for `S = 0`. -/
def spState (a b : ℝ) : E3 := !₂[(a : ℂ) * invSqrtTwo, -((a : ℂ) * invSqrtTwo), (b : ℂ)]

/-- The pair of states with amplitudes `(c, s)` and `(-s, c)`. -/
def spPair (c s : ℝ) : Fin 2 → E3 := ![spState c s, spState (-s) c]
```

## (e) The normalisation constant

*Show that $(1/\sqrt2)^2 = 1/2$ as an equation between complex numbers.*

In the reals $(1/\sqrt2)^2 = 1/(\sqrt2)^2 = 1/2$, which is the step `h`, and the embedding in $\mathbb{C}$ preserves powers.

```lean
/-- The square of `1/√2` is `1/2`. -/
theorem invSqrtTwo_sq : (invSqrtTwo : ℂ) ^ 2 = 1 / 2 := by
  have h : invSqrtTwo ^ 2 = 1 / 2 := by
    rw [invSqrtTwo, div_pow, Real.sq_sqrt (by norm_num), one_pow]
  rw [← Complex.ofReal_pow, h]
  norm_num
```

## (f) The $J=1$ subspace

*Show that $x\in V_{11}$ if and only if $x_1=-x_0$.*

Since $L_z+S_z$ is the identity, the condition on $J_z$ always holds. The condition $J^2x=2x$ reads $4x_0+2x_1=2x_0$, $2x_0+4x_1=2x_1$, $2x_2=2x_2$. The first equation gives $x_1=-x_0$, and conversely $x_1=-x_0$ satisfies all three. Thus $V_{11}$ is a proper subspace: $(1,1,0)/\sqrt2$ lies outside it. The forward direction takes component 0 as `h0` and halves it; the backward direction runs through the components with `fin_cases`.

```lean
/-- An sp state has `J = 1`, `M = 1` exactly when its first two components are opposite. -/
theorem sp_mem_iff (x : E3) : x ∈ jmSpace spJsq (spLz + spSz) 1 1 ↔ x 1 = -x 0 := by
  have e : ((1 : ℝ) : ℂ) * (((1 : ℝ) : ℂ) + 1) = 2 := by norm_num
  simp only [jmSpace, Submodule.mem_inf, Module.End.mem_eigenspace_iff]
  rw [e]
  constructor
  · rintro ⟨h, -⟩
    have h0 := congrArg (fun v : E3 => v 0) h
    simp [spJsq, matOp, Fin.sum_univ_three] at h0
    linear_combination (1 / 2) * h0
  · intro h
    constructor <;> ext i <;> fin_cases i <;>
      simp [spJsq, spLz, spSz, matOp, Fin.sum_univ_three, h] <;> ring
```

## (g) Overlaps

*Show that $\langle\psi(a,b),\psi(a',b')\rangle = aa'+bb'$.*

All components are real, so the overlap is $aa'/2+aa'/2+bb'$. In particular $\psi(a,b)$ is normalised when $a^2+b^2=1$. The `linear_combination` step uses (e) with weight $2aa'$, one $aa'$ for each of the first two components.

```lean
/-- The overlap of two such states is `a a' + b b'`. -/
theorem spState_inner (a b a' b' : ℝ) :
    ⟪spState a b, spState a' b'⟫_ℂ = (a : ℂ) * a' + (b : ℂ) * b' := by
  rw [PiLp.inner_apply, Fin.sum_univ_three]
  simp [spState]
  linear_combination (2 * (a : ℂ) * a') * invSqrtTwo_sq
```

## (h) The diagonal element of $\mu$

*Show that $\langle\psi(a,b),\mu\,\psi(a,b)\rangle = \tfrac{1+g_s}{2}a^2+b^2$.*

Here $\mu=\mathrm{diag}(1,g_s,1)$, so the element is $a^2/2+g_sa^2/2+b^2$. For normalised states this weights the ${}^3P_1$ value $(1+g_s)/2$ with $a^2$ and the ${}^1P_1$ value 1 with $b^2$. The Lean proof first establishes `key` for a general bra $\psi(a',b')$ and then sets $a'=a$, $b'=b$.

```lean
/-- The diagonal element of `L_z + g_s S_z` in such a state is `(1 + g_s) a²/2 + b²`. -/
theorem spState_moment (gs a b : ℝ) :
    ⟪spState a b, magneticMoment spLz spSz gs (spState a b)⟫_ℂ =
      (1 + (gs : ℂ)) / 2 * (a : ℂ) ^ 2 + (b : ℂ) ^ 2 := by
  have key : ∀ a' b' : ℝ, ⟪spState a' b', magneticMoment spLz spSz gs (spState a b)⟫_ℂ =
      (1 + (gs : ℂ)) / 2 * ((a' : ℂ) * a) + (b' : ℂ) * b := by
    intro a' b'
    rw [PiLp.inner_apply, Fin.sum_univ_three]
    simp [spState, magneticMoment, spLz, spSz, matOp, Fin.sum_univ_three]
    linear_combination ((1 + (gs : ℂ)) * (a' : ℂ) * a) * invSqrtTwo_sq
  rw [key]
  ring
```

## (i) A rotated basis and its g-factors

*Let $c^2+s^2=1$. Show that $\phi_0,\phi_1$ form an orthonormal basis of $V_{11}$ with g-factors $g_0=1+(g_s-1)c^2/2$ and $g_1=1+(g_s-1)s^2/2$.*

By (g), both norms squared are $c^2+s^2=1$ and the overlap is $-cs+sc=0$. By (f), both states lie in $V_{11}$. For $x\in V_{11}$ put $\alpha_0=\sqrt2\,c\,x_0+s\,x_2$ and $\alpha_1=-\sqrt2\,s\,x_0+c\,x_2$. Component 0 of $\alpha_0\phi_0+\alpha_1\phi_1$ is $(c\alpha_0-s\alpha_1)/\sqrt2=(c^2+s^2)x_0=x_0$. Component 1 is its negative, $-x_0=x_1$, and component 2 is $s\alpha_0+c\alpha_1=x_2$. With $M=1$, (h) gives $g_0=\tfrac{1+g_s}{2}c^2+s^2$, and $s^2=1-c^2$ turns this into the stated form; $g_1$ follows with $c^2$ and $s^2$ exchanged. The opening `refine` produces five goals: orthonormality (four overlaps), the two inclusions, and the two g-factors. In the code $\sqrt2$ appears as `2 * invSqrtTwo`.

```lean
/-- For `c² + s² = 1` the pair is an orthonormal basis of the sp states with `J = 1`, `M = 1`,
with g-factors `1 + (g_s - 1) c²/2` and `1 + (g_s - 1) s²/2`. -/
theorem g_sum_rule_witness (gs c s : ℝ) (h : c ^ 2 + s ^ 2 = 1) :
    Orthonormal ℂ (spPair c s) ∧
    span ℂ (range (spPair c s)) = jmSpace spJsq (spLz + spSz) 1 1 ∧
    IsGFactor (magneticMoment spLz spSz gs) 1 (spPair c s 0) (1 + (gs - 1) * c ^ 2 / 2) ∧
    IsGFactor (magneticMoment spLz spSz gs) 1 (spPair c s 1) (1 + (gs - 1) * s ^ 2 / 2) := by
  have hC : (c : ℂ) ^ 2 + (s : ℂ) ^ 2 = 1 := by exact_mod_cast h
  have hr := invSqrtTwo_sq
  refine ⟨?_, le_antisymm ?_ ?_, ?_, ?_⟩
  · rw [orthonormal_iff_ite]
    refine Fin.forall_fin_two.2
      ⟨Fin.forall_fin_two.2 ⟨?_, ?_⟩, Fin.forall_fin_two.2 ⟨?_, ?_⟩⟩
    · refine (spState_inner c s c s).trans ?_
      rw [if_pos rfl]
      linear_combination hC
    · refine (spState_inner c s (-s) c).trans ?_
      rw [if_neg (show ¬ (0 : Fin 2) = 1 by decide)]
      push_cast
      ring
    · refine (spState_inner (-s) c c s).trans ?_
      rw [if_neg (show ¬ (1 : Fin 2) = 0 by decide)]
      push_cast
      ring
    · refine (spState_inner (-s) c (-s) c).trans ?_
      rw [if_pos rfl]
      push_cast
      linear_combination hC
  · rw [span_le]
    rintro _ ⟨i, rfl⟩
    rw [SetLike.mem_coe, sp_mem_iff]
    fin_cases i <;> simp [spPair, spState]
  · intro x hx
    rw [sp_mem_iff] at hx
    rw [Submodule.mem_span_range_iff_exists_fun]
    -- the coefficients are the overlaps of x with the two states
    refine ⟨![2 * invSqrtTwo * c * x 0 + s * x 2, -(2 * invSqrtTwo * s * x 0) + c * x 2], ?_⟩
    ext i
    fin_cases i <;> simp [Fin.sum_univ_two, spPair, spState, hx] <;>
      first
        | linear_combination (2 * (invSqrtTwo : ℂ) ^ 2 * x 0) * hC + 2 * x 0 * hr
        | linear_combination (-(2 * (invSqrtTwo : ℂ) ^ 2 * x 0)) * hC - 2 * x 0 * hr
        | linear_combination (x 2) * hC
  · change IsGFactor _ _ (spState c s) _
    unfold IsGFactor
    rw [spState_moment]
    push_cast
    linear_combination hC
  · change IsGFactor _ _ (spState (-s) c) _
    unfold IsGFactor
    rw [spState_moment]
    push_cast
    linear_combination hC
```

The pair $(c,s)$ describes real singlet–triplet mixing, and which value an atom realises depends on a Hamiltonian that the model does not contain. At $g_s=2$ the choice $c=1$ gives $3/2$ and $1$, and $c^2=2/3$ gives $4/3$ and $7/6$; that the latter are the jj-coupling values is familiar from the vector-coupling formula and is not among the theorems.

## (j) The g-sum of the sp levels with $J=1$

*Show that every orthonormal basis of $V_{11}$ with real g-factors $g_i$ has $\sum_i g_i=(3+g_s)/2$.*

Take $c=1$, $s=0$ in (i). The basis is ${}^3P_1$, ${}^1P_1$ with g-factors $1+(g_s-1)/2$ and $1$, whose sum is $(3+g_s)/2$. Part (d) with $M=1$ transfers this sum to any other basis, including those with complex mixing coefficients. At $g_s=2$ the sum is $5/2$. The proof obtains the four facts from `g_sum_rule_witness gs 1 0`, passes them to `g_sum_rule`, and adds the two terms.

```lean
/-- For every orthonormal basis of the sp states with `J = 1`, `M = 1`, the g-factors add up
to `(3 + g_s)/2`. -/
theorem sp_g_sum {gs : ℝ} {u : ι → E3} (hu : Orthonormal ℂ u)
    (hsu : span ℂ (range u) = jmSpace spJsq (spLz + spSz) 1 1) {g : ι → ℝ}
    (hg : ∀ i, IsGFactor (magneticMoment spLz spSz gs) 1 (u i) (g i)) :
    ∑ i, g i = (3 + gs) / 2 := by
  -- compare with the basis of pure spin states, c = 1 and s = 0
  obtain ⟨ho, hs, h0, h1⟩ := g_sum_rule_witness gs 1 0 (by norm_num)
  have h := g_sum_rule one_ne_zero hu ho hsu hs hg
    (g' := ![1 + (gs - 1) * 1 ^ 2 / 2, 1 + (gs - 1) * 0 ^ 2 / 2])
    (Fin.forall_fin_two.2 ⟨h0, h1⟩)
  rw [h, Fin.sum_univ_two]
  simp
  ring

end

end GSumRule
```

```lean
#print axioms GSumRule.span_eq_of_diagSum_eq
-- 'GSumRule.span_eq_of_diagSum_eq' depends on axioms: [propext, Classical.choice, Quot.sound]
#print axioms GSumRule.sp_g_sum
-- 'GSumRule.sp_g_sum' depends on axioms: [propext, Classical.choice, Quot.sound]
```
